# Matching the M-counts of two coupled spins takes each J from |j₁ − j₂| to j₁ + j₂ exactly once

Two spins j₁ and j₂ have (2j₁ + 1)(2j₂ + 1) product basis states |m₁⟩|m₂⟩, each with a definite total projection M = m₁ + m₂. When I couple them, I am told that the total spin J runs from |j₁ − j₂| to j₁ + j₂ in integer steps, each value once, and that counting the states at each M shows it. I would like to see that count made rigorous and machine-checked, including why no J appears twice.

## Counting the product states level by level

Write a = 2j₁ and b = 2j₂. Label a product state by the numbers of lowering steps i ≤ a and k ≤ b from the two top states. Its projection is M = j₁ + j₂ − n, with n = i + k. Let c(n) be the number of such pairs.

For given n, the entry i fixes k = n − i, and 0 ≤ n − i ≤ b requires

max(0, n − b) ≤ i ≤ min(n, a).

Hence, for n ≤ a + b,

c(n) = min(n, a) + 1 − max(0, n − b),

and c(n) = 0 beyond that.

Now let 2(n + 1) ≤ a + b, and take a ≤ b by symmetry. Then n + 1 ≤ b, so the lower limit is 0 at both levels and

c(n + 1) − c(n) = min(n + 1, a) − min(n, a),

which is 1 if n + 1 ≤ a = min(a, b), and 0 otherwise.

A multiplet has a state with M = J, so J must be one of the projections of the product states: J = j₁ + j₂ − k with a natural number k, and J ≥ 0 means 2k ≤ a + b. From here on, k labels this multiplet, and m(k) is its multiplicity. It has one state at level n exactly when k ≤ n ≤ a + b − k. For 2n ≤ a + b the second inequality follows from the first, so matching the counts requires

c(n) = m(0) + … + m(n).

Thus m(0) = c(0) = 1 and m(n + 1) = c(n + 1) − c(n): the multiplicity is 1 for k ≤ min(a, b) and 0 otherwise.

Conversely, with these multiplicities, level n ≤ a + b is reached by the k from 0 to min(n, a, b, a + b − n). For a ≤ b their number is n + 1 up to n = a, then a + 1 up to n = b, then a + b − n + 1, which is c(n) in each range. Beyond a + b both counts vanish.

Since a + b − |a − b| = 2 min(a, b), the condition k ≤ min(a, b) is the triangle rule |j₁ − j₂| ≤ J. With N = min(a, b) + 1 multiplets, the dimensions add up to

N(a + b + 1) − N(N − 1) = N(a + b + 2 − N) = (a + 1)(b + 1).

For j₁ = 3/2 and j₂ = 1/2, the counts at M = 2, 1, 0, −1, −2 are 1, 2, 2, 2, 1. The differences down to M = 0 are 1 and 0, so J = 2 and J = 1 occur once and J = 0 does not. The dimensions give 5 + 3 = 8 = 4 · 2.

```lean
import Mathlib

open Finset

namespace SpinCouplingCount

/-- The number of product states of two spins `j₁ = a/2` and `j₂ = b/2` whose total
projection is `M = j₁ + j₂ - n`; each spin is labelled by its number of lowering steps
from the top state. -/
def weightCount (a b n : ℕ) : ℕ :=
  ((range (a + 1) ×ˢ range (b + 1)).filter (fun p => p.1 + p.2 = n)).card

/-- The number of states with `M = (a + b)/2 - n` in a collection of multiplets that
contains `m k` copies of total spin `J = (a + b)/2 - k`. Such a multiplet has a state at
this `M` exactly when `-J ≤ M ≤ J`, that is, `k ≤ n` and `n + k ≤ a + b`. -/
def multipletCount (m : ℕ → ℕ) (a b n : ℕ) : ℕ :=
  ∑ k ∈ range ((a + b) / 2 + 1), if k ≤ n ∧ n + k ≤ a + b then m k else 0

/-- The number of product states at level `n` is `min(n, a) + 1 - max(0, n - b)`, or zero
where this expression is negative (subtraction of naturals stops at zero). -/
theorem weightCount_eq (a b n : ℕ) :
    weightCount a b n = min n a + 1 - (n - b) := by
  -- a pair is fixed by its first entry, which runs through an interval
  have h : (range (a + 1) ×ˢ range (b + 1)).filter (fun p => p.1 + p.2 = n)
      = (Icc (n - b) (min n a)).image (fun i => (i, n - i)) := by
    ext ⟨i, k⟩
    simp only [mem_filter, mem_product, mem_range, mem_image, mem_Icc, Prod.mk.injEq]
    constructor
    · rintro ⟨⟨hi, hk⟩, hn⟩
      exact ⟨i, by omega, rfl, by omega⟩
    · rintro ⟨j, hj, rfl, rfl⟩
      omega
  have hinj : Function.Injective (fun i : ℕ => (i, n - i)) := by
    intro i j hij
    exact congrArg Prod.fst hij
  unfold weightCount
  rw [h, card_image_of_injective _ hinj, Nat.card_Icc]

/-- Going down one level in the upper half of the spectrum (`M ≥ 0` after the step), the
number of product states grows by one as long as `n + 1 ≤ min(a, b)`, and stays constant
otherwise. -/
theorem weightCount_step {a b n : ℕ} (hn : 2 * (n + 1) ≤ a + b) :
    (weightCount a b (n + 1) : ℤ) - weightCount a b n
      = if n + 1 ≤ min a b then 1 else 0 := by
  rw [weightCount_eq, weightCount_eq]
  split_ifs <;> omega

/-- For `M ≥ 0`, the states at level `n` come from all multiplets with `J ≥ M`, one state
from each. -/
theorem multipletCount_upper (m : ℕ → ℕ) {a b n : ℕ} (hn : 2 * n ≤ a + b) :
    multipletCount m a b n = ∑ k ∈ range (n + 1), m k := by
  have h : (range ((a + b) / 2 + 1)).filter (fun k => k ≤ n ∧ n + k ≤ a + b)
      = range (n + 1) := by
    ext k
    simp only [mem_filter, mem_range]
    omega
  unfold multipletCount
  rw [← sum_filter, h]

/-- A collection of multiplets with spins of the form `J = (a + b)/2 - k ≥ 0`, `k` a natural number,
has as many states as the product of the two spins at every level `n` if and only if it contains
each `J` with `k ≤ min(a, b)` exactly once and no other `J` of this form. -/
theorem multiplets_match_iff (m : ℕ → ℕ) (a b : ℕ) :
    (∀ n, weightCount a b n = multipletCount m a b n) ↔
      ∀ k, 2 * k ≤ a + b → m k = if k ≤ min a b then 1 else 0 := by
  constructor
  · intro h k hk
    -- partial sums of the multiplicities are known, so their differences are known
    have key : ∀ n, 2 * n ≤ a + b → ∑ j ∈ range (n + 1), m j = weightCount a b n := by
      intro n hn
      rw [h n, multipletCount_upper m hn]
    cases k with
    | zero =>
      have h0 := key 0 (by omega)
      rw [weightCount_eq] at h0
      simp only [zero_add, sum_range_one] at h0
      rw [if_pos (Nat.zero_le _)]
      omega
    | succ n =>
      have h1 := key (n + 1) hk
      have h0 := key n (by omega)
      have hj := weightCount_step hk
      rw [sum_range_succ, h0] at h1
      split_ifs at hj ⊢ <;> omega
  · intro hm n
    -- count the allowed multiplets that reach level n
    have h1 : multipletCount m a b n = ∑ k ∈ range ((a + b) / 2 + 1),
        if k ≤ n ∧ n + k ≤ a + b ∧ k ≤ min a b then 1 else 0 := by
      unfold multipletCount
      refine sum_congr rfl ?_
      intro k hk
      have hk' := mem_range.mp hk
      rw [hm k (by omega)]
      split_ifs <;> omega
    have h2 : (range ((a + b) / 2 + 1)).filter
        (fun k => k ≤ n ∧ n + k ≤ a + b ∧ k ≤ min a b)
        = range (min n a + 1 - (n - b)) := by
      ext k
      simp only [mem_filter, mem_range]
      omega
    rw [h1, ← card_filter, h2, card_range, weightCount_eq]

/-- For `J = (a + b)/2 - k`, the condition `k ≤ min(a, b)` is the triangle rule
`|j₁ - j₂| ≤ J`, written here for the doubled spins. -/
theorem triangle_rule (a b k : ℕ) :
    k ≤ min a b ↔ |(a : ℤ) - b| ≤ (a : ℤ) + b - 2 * k := by
  rw [abs_le]
  omega

/-- The dimensions `2J + 1` of the multiplets `J = (a + b)/2 - k` with `k ≤ min(a, b)` add
up to the dimension `(2j₁ + 1)(2j₂ + 1)` of the product space. -/
theorem dimension_sum (a b : ℕ) :
    ∑ k ∈ range (min a b + 1), ((a : ℤ) + b - 2 * k + 1) = (a + 1) * (b + 1) := by
  -- the arithmetic series with N terms
  have h : ∀ N : ℕ, ∑ k ∈ range N, ((a : ℤ) + b - 2 * k + 1) = N * (a + b + 2 - N) := by
    intro N
    induction N with
    | zero => simp
    | succ N ih =>
      rw [sum_range_succ, ih]
      push_cast
      ring
  rw [h]
  rcases le_total a b with hab | hab
  · rw [min_eq_left hab]
    push_cast
    ring
  · rw [min_eq_right hab]
    push_cast
    ring

end SpinCouplingCount
```

```lean
#print axioms SpinCouplingCount.multiplets_match_iff
#print axioms SpinCouplingCount.triangle_rule
#print axioms SpinCouplingCount.dimension_sum
```

```
'SpinCouplingCount.multiplets_match_iff' depends on axioms: [propext, Classical.choice, Quot.sound]
'SpinCouplingCount.triangle_rule' depends on axioms: [propext, Classical.choice, Quot.sound]
'SpinCouplingCount.dimension_sum' depends on axioms: [propext, Classical.choice, Quot.sound]
```

## What the Lean statements say about the spins

`weightCount a b n` is c(n), and `multipletCount m a b n` is the number of states that the multiplets supply at the same level. The naturals `a` and `b` are doubled spins, so half-integers need no special treatment and spin zero is included. `weightCount_step` takes the difference in the integers.

`multiplets_match_iff` says that the two counts agree at every `n` if and only if the multiplicities are those found above. The definition of `multipletCount` admits only J = j₁ + j₂ − k ≥ 0; that no other J can occur is argued in the derivation above, not in Lean. `triangle_rule` and `dimension_sum` state the last two results of the derivation.

These are statements about numbers of states. That the product space splits into complete multiplets, each with one state per M from −J to J, is the physical input from angular momentum theory. The spin operators on the tensor product, from which that splitting is derived, do not appear in the Lean code.

The count gives the J values for two distinct angular momenta, such as the orbital and spin angular momenta of one electron; for two electrons in the same subshell, each with the same total angular momentum j, only antisymmetric combinations of the product states are allowed, and the odd values of J drop out.

## How the proof follows the count

`weightCount_eq` writes the pairs as the image of an interval under i ↦ (i, n − i). This map is injective, so the number of integers in the interval is the count. `weightCount_step` inserts the formula at both levels, and `omega` settles the inequalities.

`multipletCount_upper` gives the partial sum of m. In the forward direction of `multiplets_match_iff`, `key` equates it with c(n), and `sum_range_succ` splits off m(n + 1). In the converse, `h1` inserts the multiplicities and `h2` identifies the contributing k as an initial range of length c(n).

`dimension_sum` proves the arithmetic series by induction on N, then treats a ≤ b and b ≤ a separately.
